# On a triangular periodic orbital, the Becke-Johnson term has zero net force only if the ramps are equally long

Take a positive periodic orbital f in one dimension that rises by 1 over length 1, then falls by 1 over length 2. Its density is n = f², and the Becke-Johnson term of its exchange potential, with the constant prefactor set to one, is v = |f′|/f. On a ramp of slope s,

v n′ = (|s|/f)(2fs) = 2|s|s.

The rise contributes 2 · 1 = 2 and the fall contributes −½ · 2 = −1. The integral of v n′ over a period, which is the net force on the density, is therefore 1. For an exchange potential derived from a translation-invariant energy, the net force is zero.

For a rise by h > 0 over length a > 0 and a fall by h over length b > 0, the integral over any full period is

∫ v n′ dx = 2h²(1/a − 1/b),

which vanishes exactly when a = b. Here f is not normalised. For one electron per period, divide the net force by ∫ f² dx = (a + b)(m² + mh + h²/3), where m > 0 is the minimum of f.

## Where codes assume zero net force

An exchange-correlation potential derived from a translation-invariant energy exerts no net force on its own density. Force sum rules and momentum conservation in real-time propagation rely on this. The Becke-Johnson potential is modelled directly, and for a single orbital in one dimension the identity shows that its |f′|/f term can break the rule. A potential that depends continuously on the local density alone gives zero on the same orbital. The corners are not the cause of the non-zero value: if they are rounded off over a short length, with slopes between those of the two ramps, ∫ 2|f′|f′ dx changes by an amount that tends to zero with that length.

## Adding the two ramps

For continuously differentiable v and n of period L, integration by parts over a period starting at t gives

∫ v n′ dx = [v n] − ∫ v′ n dx = −∫ n v′ dx,

because the boundary values are equal. The right-hand side is the total force on the density.

For the triangular orbital, v n′ is periodic, so the period may start at the minimum, x = 0. The slopes are h/a and −h/b, and the corners have measure zero:

∫ v n′ dx = 2(h/a)² a − 2(h/b)² b = 2h²(1/a − 1/b).

Since h > 0, this is zero only if 1/a = 1/b, that is, a = b.

For v = g(n) with g continuous, substitute u = n(x) on each ramp. With n(a + b) = n(0),

∫ g(n) n′ dx = ∫ from n(0) to n(a) of g(u) du + ∫ from n(a) to n(0) of g(u) du = 0.

## Definitions and theorems in Lean

```lean
import Mathlib

open Set MeasureTheory

namespace BeckeJohnsonNetForce

noncomputable section

/-- The density of one orbital, `n = f²`. -/
def density (f : ℝ → ℝ) (x : ℝ) : ℝ := f x ^ 2

/-- The one-orbital Becke-Johnson term `|f'| / f`, for an orbital without zeros. -/
def bjTerm (f : ℝ → ℝ) (x : ℝ) : ℝ := |deriv f x| / f x

/-- The integral of `v n'` over one period of length `L` that starts at `t`. -/
def netForce (v n : ℝ → ℝ) (L t : ℝ) : ℝ := ∫ x in t..(t + L), v x * deriv n x

/-- A positive periodic orbital that rises linearly by `h` over the length `a` and then
falls linearly by `h` over the length `b`. -/
structure IsTriangular (f : ℝ → ℝ) (a b h : ℝ) : Prop where
  a_pos : 0 < a
  b_pos : 0 < b
  h_pos : 0 < h
  pos : ∀ x, 0 < f x
  periodic : Function.Periodic f (a + b)
  rise : ∀ x ∈ Icc 0 a, f x = f 0 + h / a * x
  fall : ∀ x ∈ Icc a (a + b), f x = f a - h / b * (x - a)

/-- For continuously differentiable periodic `v` and `n`, the integral of `v n'` over a period
is the total force `-∫ n v'` of the potential `v` on the density `n`. -/
theorem netForce_eq_force_on_density {v n : ℝ → ℝ} {L : ℝ} (t : ℝ)
    (hv : Differentiable ℝ v) (hv' : Continuous (deriv v))
    (hn : Differentiable ℝ n) (hn' : Continuous (deriv n))
    (pv : Function.Periodic v L) (pn : Function.Periodic n L) :
    netForce v n L t = -∫ x in t..(t + L), deriv v x * n x := by
  unfold netForce
  rw [intervalIntegral.integral_mul_deriv_eq_deriv_mul
    (fun x _ => (hv x).hasDerivAt) (fun x _ => (hn x).hasDerivAt)
    (hv'.intervalIntegrable _ _) (hn'.intervalIntegrable _ _), pv t, pn t]
  ring

/-- A function that agrees with a continuous one inside an interval is integrable there and
has the same integral, whatever its values at the end points. -/
theorem integral_of_eq_inside {F G : ℝ → ℝ} {p q : ℝ} (hpq : p ≤ q) (hG : Continuous G)
    (h : ∀ x ∈ Ioo p q, F x = G x) :
    IntervalIntegrable F volume p q ∧ ∫ x in p..q, F x = ∫ x in p..q, G x := by
  have hne : ∀ᵐ x : ℝ ∂volume, x ≠ q := by simp [ae_iff]
  have hae : ∀ᵐ x : ℝ ∂volume, x ∈ uIoc p q → F x = G x := by
    filter_upwards [hne] with x hx hm
    rw [uIoc_of_le hpq] at hm
    exact h x ⟨hm.1, lt_of_le_of_ne hm.2 hx⟩
  refine ⟨?_, intervalIntegral.integral_congr_ae hae⟩
  rw [intervalIntegrable_iff]
  exact Integrable.congr (intervalIntegrable_iff.mp (hG.intervalIntegrable p q))
    ((ae_restrict_iff' measurableSet_uIoc).mpr (hae.mono fun x hx hm => (hx hm).symm))

/-- Inside a linear ramp the derivative of the orbital is the slope of the ramp. -/
theorem hasDerivAt_ramp {f : ℝ → ℝ} {p q c s x : ℝ}
    (hf : ∀ y ∈ Icc p q, f y = c + s * (y - p)) (hx : x ∈ Ioo p q) : HasDerivAt f s x := by
  have h : HasDerivAt (fun y => c + s * (y - p)) s x :=
    ((((hasDerivAt_id' x).sub_const p).const_mul s).const_add c).congr_deriv (mul_one s)
  exact h.congr_of_eventuallyEq (Filter.eventually_of_mem (Icc_mem_nhds hx.1 hx.2) hf)

/-- Where a positive orbital has slope `s`, the Becke-Johnson term times the density gradient
is `2 |s| s`. -/
theorem bj_force_density {f : ℝ → ℝ} {s x : ℝ} (hf : HasDerivAt f s x) (hpos : 0 < f x) :
    bjTerm f x * deriv (density f) x = 2 * |s| * s := by
  have hd : HasDerivAt (density f) (2 * f x * s) x :=
    (hf.fun_pow 2).congr_deriv (by norm_num)
  have hne := hpos.ne'
  rw [hd.deriv, bjTerm, hf.deriv]
  field_simp

/-- The derivative of a periodic function has the same period. -/
theorem periodic_deriv {f : ℝ → ℝ} {L : ℝ} (hf : Function.Periodic f L) :
    Function.Periodic (deriv f) L := by
  intro x
  have h : (fun y => f (y + L)) = f := funext hf
  rw [← deriv_comp_add_const, h]

/-- For a triangular orbital and a potential `v` of the same period, with `v n'` integrable on both
ramps, the integral of `v n'` over any period is the sum of its integrals over the two ramps. -/
theorem netForce_split {f v : ℝ → ℝ} {a b h : ℝ} (hf : IsTriangular f a b h) (t : ℝ)
    (hv : Function.Periodic v (a + b))
    (h1 : IntervalIntegrable (fun x => v x * deriv (density f) x) volume 0 a)
    (h2 : IntervalIntegrable (fun x => v x * deriv (density f) x) volume a (a + b)) :
    netForce v (density f) (a + b) t =
      (∫ x in (0 : ℝ)..a, v x * deriv (density f) x) +
        ∫ x in a..(a + b), v x * deriv (density f) x := by
  have hn : Function.Periodic (density f) (a + b) := fun x => by
    simp only [density, hf.periodic x]
  have per : Function.Periodic (fun x => v x * deriv (density f) x) (a + b) := fun x => by
    simp only [hv x, periodic_deriv hn x]
  unfold netForce
  rw [per.intervalIntegral_add_eq t 0, zero_add]
  exact (intervalIntegral.integral_add_adjacent_intervals h1 h2).symm

/-- For a triangular orbital, the integral of the Becke-Johnson term times the density gradient
over any period is `2 h² (1/a - 1/b)`. -/
theorem bj_netForce {f : ℝ → ℝ} {a b h : ℝ} (hf : IsTriangular f a b h) (t : ℝ) :
    netForce (bjTerm f) (density f) (a + b) t = 2 * h ^ 2 * (1 / a - 1 / b) := by
  have ha := hf.a_pos
  have hb := hf.b_pos
  have hh := hf.h_pos
  -- a ramp of slope `s` contributes `2 |s| s` times its length
  have ramp : ∀ p q c s : ℝ, p ≤ q → (∀ y ∈ Icc p q, f y = c + s * (y - p)) →
      IntervalIntegrable (fun x => bjTerm f x * deriv (density f) x) volume p q ∧
      ∫ x in p..q, bjTerm f x * deriv (density f) x = 2 * |s| * s * (q - p) := by
    intro p q c s hpq hr
    obtain ⟨h1, h2⟩ := integral_of_eq_inside
      (F := fun x => bjTerm f x * deriv (density f) x) (G := fun _ => 2 * |s| * s)
      hpq continuous_const (fun x hx => bj_force_density (hasDerivAt_ramp hr hx) (hf.pos x))
    refine ⟨h1, h2.trans ?_⟩
    rw [intervalIntegral.integral_const, smul_eq_mul]
    ring
  obtain ⟨i1, e1⟩ := ramp 0 a (f 0) (h / a) ha.le
    (fun y hy => by rw [hf.rise y hy, sub_zero])
  obtain ⟨i2, e2⟩ := ramp a (a + b) (f a) (-(h / b)) (by linarith)
    (fun y hy => by rw [hf.fall y hy]; ring)
  have hv : Function.Periodic (bjTerm f) (a + b) := fun x => by
    simp only [bjTerm, hf.periodic x, periodic_deriv hf.periodic x]
  rw [netForce_split hf t hv i1 i2, e1, e2, abs_neg, abs_of_pos (div_pos hh ha),
    abs_of_pos (div_pos hh hb)]
  field_simp
  ring

/-- For a triangular orbital the Becke-Johnson net force vanishes if and only if the two ramps
have equal length. -/
theorem bj_netForce_eq_zero_iff {f : ℝ → ℝ} {a b h : ℝ} (hf : IsTriangular f a b h) (t : ℝ) :
    netForce (bjTerm f) (density f) (a + b) t = 0 ↔ a = b := by
  have h2 : 2 * h ^ 2 ≠ 0 := by
    have := hf.h_pos
    positivity
  rw [bj_netForce hf t]
  constructor
  · intro h0
    simpa using sub_eq_zero.mp ((mul_eq_zero.mp h0).resolve_left h2)
  · intro hab
    rw [hab, sub_self, mul_zero]

/-- A potential that is a continuous function `g` of the local density has zero net force on
every triangular orbital. -/
theorem local_density_netForce {f g : ℝ → ℝ} {a b h : ℝ} (hf : IsTriangular f a b h)
    (hg : Continuous g) (t : ℝ) :
    netForce (fun x => g (density f x)) (density f) (a + b) t = 0 := by
  -- on each ramp, substitute the density as the integration variable
  have ramp : ∀ p q c s : ℝ, p ≤ q → (∀ y ∈ Icc p q, f y = c + s * (y - p)) →
      IntervalIntegrable (fun x => g (density f x) * deriv (density f) x) volume p q ∧
      ∫ x in p..q, g (density f x) * deriv (density f) x =
        ∫ u in (density f p)..(density f q), g u := by
    intro p q c s hpq hr
    have hP : ∀ x, HasDerivAt (fun y => (c + s * (y - p)) ^ 2)
        (2 * (c + s * (x - p)) * s) x := fun x =>
      (((((hasDerivAt_id' x).sub_const p).const_mul s).const_add c).fun_pow 2).congr_deriv
        (by norm_num)
    obtain ⟨h1, h2⟩ := integral_of_eq_inside
      (F := fun x => g (density f x) * deriv (density f) x)
      (G := fun x => (g ∘ fun y => (c + s * (y - p)) ^ 2) x * (2 * (c + s * (x - p)) * s))
      hpq ((hg.comp (by fun_prop)).mul (by fun_prop)) (fun x hx => by
        have hd : HasDerivAt (density f) (2 * f x * s) x :=
          ((hasDerivAt_ramp hr hx).fun_pow 2).congr_deriv (by norm_num)
        simp only [hd.deriv, density, hr x ⟨hx.1.le, hx.2.le⟩, Function.comp_apply])
    refine ⟨h1, h2.trans ?_⟩
    rw [intervalIntegral.integral_comp_mul_deriv (fun x _ => hP x)
      (Continuous.continuousOn (by fun_prop)) hg]
    simp only [density, hr p ⟨le_rfl, hpq⟩, hr q ⟨hpq, le_rfl⟩]
  obtain ⟨i1, e1⟩ := ramp 0 a (f 0) (h / a) hf.a_pos.le
    (fun y hy => by rw [hf.rise y hy, sub_zero])
  obtain ⟨i2, e2⟩ := ramp a (a + b) (f a) (-(h / b)) (by linarith [hf.b_pos])
    (fun y hy => by rw [hf.fall y hy]; ring)
  have hv : Function.Periodic (fun x => g (density f x)) (a + b) := fun x => by
    simp only [density, hf.periodic x]
  have hend : density f (a + b) = density f 0 := by
    have h0 := hf.periodic 0
    rw [zero_add] at h0
    simp only [density, h0]
  -- the falling ramp retraces the densities of the rising one
  rw [netForce_split hf t hv i1 i2, e1, e2, hend,
    intervalIntegral.integral_symm (density f 0) (density f a)]
  ring

/-- The triangle wave with minimum `m`, height `h` and ramp lengths `a` and `b`, for positive `a`,
`b` and `h`. -/
def triangleWave (a b h m x : ℝ) : ℝ :=
  m + h * min ((a + b) * Int.fract (x / (a + b)) / a)
    ((a + b - (a + b) * Int.fract (x / (a + b))) / b)

/-- For positive minimum, height and ramp lengths, the triangle wave is a triangular orbital. -/
theorem triangleWave_witness {a b h m : ℝ} (ha : 0 < a) (hb : 0 < b) (hh : 0 < h)
    (hm : 0 < m) : IsTriangular (triangleWave a b h m) a b h := by
  have hL : 0 < a + b := add_pos ha hb
  have per : Function.Periodic (triangleWave a b h m) (a + b) := fun x => by
    have e : (x + (a + b)) / (a + b) = x / (a + b) + 1 := by
      rw [add_div, div_self hL.ne']
    simp only [triangleWave, e, Int.fract_add_one]
  have key : ∀ y, 0 ≤ y → y < a + b →
      triangleWave a b h m y = m + h * min (y / a) ((a + b - y) / b) := by
    intro y h0 h1
    have e : Int.fract (y / (a + b)) = y / (a + b) :=
      Int.fract_eq_self.mpr ⟨div_nonneg h0 hL.le, (div_lt_one hL).mpr h1⟩
    have e' : (a + b) * (y / (a + b)) = y := by field_simp
    simp only [triangleWave, e, e']
  have up : ∀ y ∈ Icc 0 a, triangleWave a b h m y = m + h * (y / a) := by
    intro y hy
    rw [key y hy.1 (by linarith [hy.2]), min_eq_left]
    exact ((div_le_one ha).mpr hy.2).trans ((one_le_div hb).mpr (by linarith [hy.2]))
  have v0 : triangleWave a b h m 0 = m := by
    rw [up 0 ⟨le_rfl, ha.le⟩, zero_div, mul_zero, add_zero]
  have down : ∀ y ∈ Icc a (a + b),
      triangleWave a b h m y = m + h * ((a + b - y) / b) := by
    intro y hy
    rcases lt_or_eq_of_le hy.2 with hlt | heq
    · rw [key y (ha.le.trans hy.1) hlt, min_eq_right]
      exact ((div_le_one hb).mpr (by linarith [hy.1])).trans ((one_le_div ha).mpr hy.1)
    · have h0 := per 0
      rw [zero_add] at h0
      rw [heq, h0, v0, sub_self, zero_div, mul_zero, add_zero]
  refine ⟨ha, hb, hh, fun x => ?_, per, fun y hy => ?_, fun y hy => ?_⟩
  · have f0 := Int.fract_nonneg (x / (a + b))
    have f1 := (Int.fract_lt_one (x / (a + b))).le
    have hmin := mul_nonneg hh.le (le_min
      (div_nonneg (mul_nonneg hL.le f0) ha.le)
      (div_nonneg (sub_nonneg.mpr (mul_le_of_le_one_right hL.le f1)) hb.le))
    unfold triangleWave
    linarith
  · rw [up y hy, v0]
    ring
  · rw [down y hy, down a ⟨le_rfl, by linarith⟩]
    ring

end

end BeckeJohnsonNetForce
```

```lean
#print axioms BeckeJohnsonNetForce.netForce_eq_force_on_density
#print axioms BeckeJohnsonNetForce.bj_netForce_eq_zero_iff
#print axioms BeckeJohnsonNetForce.local_density_netForce
```

```
'BeckeJohnsonNetForce.netForce_eq_force_on_density' depends on axioms: [propext, Classical.choice, Quot.sound]
'BeckeJohnsonNetForce.bj_netForce_eq_zero_iff' depends on axioms: [propext, Classical.choice, Quot.sound]
'BeckeJohnsonNetForce.local_density_netForce' depends on axioms: [propext, Classical.choice, Quot.sound]
```

## From smooth potentials to an orbital with corners

`IsTriangular f a b h` states positivity, period `a + b` and the two ramps; continuity follows. `density` and `bjTerm` are n and v, with the constant prefactor of the published term set to one. `netForce v n L t` is the integral of v n′ from `t` to `t + L`, and the results hold for every real `t`. Lean's `deriv` is 0 at a corner, which does not affect the integral.

`bj_netForce` proves the formula and `bj_netForce_eq_zero_iff` the vanishing criterion. `hasDerivAt_ramp` supplies the slope, and `bj_force_density` cancels f by `field_simp`. `integral_of_eq_inside` disposes of the corners and proves integrability. `periodic_deriv` and `netForce_split` shift the period and divide it into ramps. `local_density_netForce` follows the substitution above. `triangleWave_witness` shows that such orbitals exist for all positive a, b, h and m: the minimum in `triangleWave` selects the rising line up to a and the falling line after it.

The step left to the reader is the reading of ∫ v n′ as a force when the orbital has corners. `netForce_eq_force_on_density` requires continuously differentiable v and n, whereas here v jumps at the corners if a ≠ b. The force reading survives if −∫ n v′ includes those jumps. A code that sums −n v′ over the ramp interiors alone gets h²(1/a − 1/b), half the value. This half-value, the normalisation integral, the remark on rounded corners and the zero-force rule for potentials derived from a translation-invariant energy have no Lean theorem behind them here.

The theorems on the Becke-Johnson term concern one orbital without zeros, in one dimension. They say nothing about the other part of the Becke-Johnson potential, the Slater-type exchange potential, or about many-orbital densities. The orbital is prescribed, not obtained from a self-consistent calculation.
